# The geometric resolvent identity for disjoint regions of a finite Hermitian matrix

Take two sites with real energies a and b, coupled by a hopping t:

H = [ a, t ; t*, b ]

At a complex energy z with Im z ≠ 0, put D = (z − a)(z − b) − |t|². The Green's matrix G = (z − H)⁻¹ has the off-diagonal entries

G₁₂ = t/D, G₂₁ = t*/D.

The isolated sites have g₁ = 1/(z − a) and g₂ = 1/(z − b). A single hop between them gives g₁ t g₂, which is not yet G₁₂. Adding the term that, read from right to left, hops from site 2 to site 1, returns to site 2 with the full G₂₁, and hops to site 1 again repairs this:

g₁ (t + t G₂₁ t) g₂ = t (D + |t|²) / (D (z − a)(z − b)) = t/D = G₁₂.

The same formula holds for regions of any size. Let H be a Hermitian matrix on a finite set of sites, A and B disjoint regions, and A′ and B′ their complements. Write M_AB for the block of M with rows in A and columns in B, and g_A = (z − H_AA)⁻¹ for the Green's matrix of the isolated region. Then, for Im z ≠ 0,

G_AB = g_A (H_AB + H_AA′ G_A′B′ H_B′B) g_B.

## Attaching slices and checking blocks

A recursive Green's function code for a finite, non-interacting tight-binding lattice builds the system slice by slice. If A is the part already built and A′ is the new slice, one part of the update, available once G_A′A′ of the enlarged system is known, is

G_AA′ = g_A H_AA′ G_A′A′,

a case of the left Dyson equation derived below. The two-sided identity gives a consistency check: the blocks of G, however they were computed, must satisfy it up to rounding when g_A and g_B come from separate inversions of z − H_AA and z − H_BB.

It is not a closed formula for G_AB in terms of isolated regions. The block G_A′B′ on the right belongs to the full system, and it contains G_BA, because B lies in A′ and A lies in B′.

## From the matrix inverse to the two-sided formula

**Existence of the inverses.** Suppose (z − H)v = 0 with v ≠ 0. Then Hv = zv, and taking the adjoint gives v†H = z* v†. Evaluating v†Hv both ways,

z v†v = z* v†v.

Since v†v > 0, z = z*, which contradicts Im z ≠ 0. A square matrix without a kernel is invertible, so G exists and is a two-sided inverse. The blocks H_AA and H_BB are Hermitian too, so g_A and g_B exist.

**Splitting a product.** In (MN)_ij = Σ_k M_ik N_kj, each intermediate site k lies either in a region C or in its complement C′. Hence

(MN)_AB = M_AC N_CB + M_AC′ N_C′B.

**One-sided Dyson equations.** From (z − H)G = 1 we have HG = zG − 1. Take rows in A and columns in any region C, and split over A:

H_AA G_AC + H_AA′ G_A′C = z G_AC − 1_AC.

Rearranged, this is (z − H_AA) G_AC = 1_AC + H_AA′ G_A′C. Multiplying by g_A from the left gives

G_AC = g_A (1_AC + H_AA′ G_A′C). (L)

In the same way GH = zG − 1, with rows in C and columns in B, gives

G_CB H_BB + G_CB′ H_B′B = z G_CB − 1_CB,

so G_CB (z − H_BB) = 1_CB + G_CB′ H_B′B, and multiplying by g_B from the right,

G_CB = (1_CB + G_CB′ H_B′B) g_B. (R)

**Combining them.** Disjointness means 1_AB = 0, so (L) with C = B becomes

G_AB = g_A H_AA′ G_A′B.

Insert (R) with C = A′:

G_AB = g_A (H_AA′ 1_A′B + H_AA′ G_A′B′ H_B′B) g_B.

Splitting the product H·1 over A gives H_AB = H_AA 1_AB + H_AA′ 1_A′B = H_AA′ 1_A′B. This turns the first term into the direct coupling and completes the identity.

If H_AB = 0, only the second term remains. For a diagonal block, use (L) with C = A, where 1_AA = 1, and then (R) for G_A′A, where 1_A′A = 0:

G_AA = g_A + g_A H_AA′ G_A′A′ H_A′A g_A.

## The Lean file

```lean
import Mathlib

open Matrix
open scoped ComplexOrder

namespace GeometricResolvent

variable {n : Type*} [Fintype n] [DecidableEq n]

/-- The Green's matrix `G(z) = (z - H)⁻¹` of a Hamiltonian matrix `H` at complex energy `z`. -/
noncomputable def green {m : Type*} [Fintype m] [DecidableEq m] (z : ℂ) (H : Matrix m m ℂ) :
    Matrix m m ℂ :=
  (z • (1 : Matrix m m ℂ) - H)⁻¹

/-- The block of `M` with rows in the region `A` and columns in the region `B`. -/
def block (M : Matrix n n ℂ) (A B : Finset n) : Matrix A B ℂ :=
  M.submatrix (fun i => (i : n)) (fun j => (j : n))

/-- For a Hermitian Hamiltonian and an energy off the real axis, the Green's matrix is a
two-sided inverse of `z - H`. -/
theorem green_inverse {m : Type*} [Fintype m] [DecidableEq m] {H : Matrix m m ℂ} {z : ℂ}
    (hH : H.IsHermitian) (hz : z.im ≠ 0) :
    (z • (1 : Matrix m m ℂ) - H) * green z H = 1 ∧
      green z H * (z • (1 : Matrix m m ℂ) - H) = 1 := by
  have hdet : (z • (1 : Matrix m m ℂ) - H).det ≠ 0 := by
    intro h0
    -- a kernel vector would be an eigenvector of `H` with eigenvalue `z`
    obtain ⟨v, hv, h⟩ := Matrix.exists_mulVec_eq_zero_iff.mpr h0
    have hHv : H *ᵥ v = z • v := by
      rw [Matrix.sub_mulVec, Matrix.smul_mulVec, Matrix.one_mulVec] at h
      exact (sub_eq_zero.mp h).symm
    have hs : star v ᵥ* H = star z • star v := by
      have h1 := congrArg star hHv
      rw [Matrix.star_mulVec, hH.eq, star_smul] at h1
      exact h1
    -- the number `v†Hv`, computed to the right and to the left
    have e : star z * (star v ⬝ᵥ v) = z * (star v ⬝ᵥ v) := by
      have h1 := Matrix.dotProduct_mulVec (star v) H v
      rw [hHv, hs, dotProduct_smul, smul_dotProduct] at h1
      exact h1.symm
    have hn : star v ⬝ᵥ v ≠ 0 := by
      intro h1
      apply hv
      exact dotProduct_star_self_eq_zero.mp h1
    have hi : -z.im = z.im := congrArg Complex.im (mul_right_cancel₀ hn e)
    exact hz (by linarith)
  exact ⟨Matrix.mul_nonsing_inv _ (isUnit_iff_ne_zero.mpr hdet),
    Matrix.nonsing_inv_mul _ (isUnit_iff_ne_zero.mpr hdet)⟩

/-- A block of a product is a sum over intermediate sites inside a region `C` and outside it. -/
theorem block_mul (M N : Matrix n n ℂ) (A B C : Finset n) :
    block (M * N) A B = block M A C * block N C B + block M A Cᶜ * block N Cᶜ B := by
  ext i j
  have h1 : ∑ k : C, M i k * N k j = ∑ k ∈ C, M i k * N k j :=
    Finset.sum_coe_sort C (fun k => M i k * N k j)
  have h2 : ∑ k : (Cᶜ : Finset n), M i k * N k j = ∑ k ∈ Cᶜ, M i k * N k j :=
    Finset.sum_coe_sort Cᶜ (fun k => M i k * N k j)
  simp only [block, Matrix.add_apply, Matrix.mul_apply, Matrix.submatrix_apply]
  rw [h1, h2]
  exact (Finset.sum_add_sum_compl C _).symm

omit [Fintype n] in
/-- The block of the identity matrix between disjoint regions is zero. -/
theorem block_one_disjoint {A B : Finset n} (h : Disjoint A B) :
    block (1 : Matrix n n ℂ) A B = 0 := by
  ext i j
  refine Matrix.one_apply_ne (fun (e : (i : n) = (j : n)) => Finset.disjoint_left.mp h i.2 ?_)
  rw [e]
  exact j.2

/-- Left Dyson equation, for Hermitian `H` and `Im z ≠ 0`: `G_AC = g_A (1_AC + H_AA' G_A'C)` for any
regions `A` and `C`, with `A'` the complement of `A`. -/
theorem green_left {H : Matrix n n ℂ} {z : ℂ} (hH : H.IsHermitian) (hz : z.im ≠ 0)
    (A C : Finset n) :
    block (green z H) A C =
      green z (block H A A) * (block 1 A C + block H A Aᶜ * block (green z H) Aᶜ C) := by
  have h := (green_inverse hH hz).1
  rw [Matrix.sub_mul, Matrix.smul_mul, Matrix.one_mul] at h
  have hG : H * green z H = z • green z H - 1 := by
    rw [← h, sub_sub_cancel]
  -- the rows of `(z - H) G = 1` that lie in `A`
  have k : block H A A * block (green z H) A C + block H A Aᶜ * block (green z H) Aᶜ C
      = z • block (green z H) A C - block 1 A C := by
    rw [← block_mul, hG]
    rfl
  have e : block 1 A C + block H A Aᶜ * block (green z H) Aᶜ C
      = (z • (1 : Matrix A A ℂ) - block H A A) * block (green z H) A C := by
    rw [Matrix.sub_mul, Matrix.smul_mul, Matrix.one_mul, eq_sub_iff_add_eq,
      ← eq_sub_iff_add_eq.mp k]
    abel
  have hA : (block H A A).IsHermitian := hH.submatrix _
  rw [e, ← Matrix.mul_assoc, (green_inverse hA hz).2, Matrix.one_mul]

/-- Right Dyson equation, for Hermitian `H` and `Im z ≠ 0`: `G_CB = (1_CB + G_CB' H_B'B) g_B` for
any regions `C` and `B`, with `B'` the complement of `B`. -/
theorem green_right {H : Matrix n n ℂ} {z : ℂ} (hH : H.IsHermitian) (hz : z.im ≠ 0)
    (C B : Finset n) :
    block (green z H) C B =
      (block 1 C B + block (green z H) C Bᶜ * block H Bᶜ B) * green z (block H B B) := by
  have h := (green_inverse hH hz).2
  rw [Matrix.mul_sub, Matrix.mul_smul, Matrix.mul_one] at h
  have hG : green z H * H = z • green z H - 1 := by
    rw [← h, sub_sub_cancel]
  -- the columns of `G (z - H) = 1` that lie in `B`
  have k : block (green z H) C B * block H B B + block (green z H) C Bᶜ * block H Bᶜ B
      = z • block (green z H) C B - block 1 C B := by
    rw [← block_mul, hG]
    rfl
  have e : block 1 C B + block (green z H) C Bᶜ * block H Bᶜ B
      = block (green z H) C B * (z • (1 : Matrix B B ℂ) - block H B B) := by
    rw [Matrix.mul_sub, Matrix.mul_smul, Matrix.mul_one, eq_sub_iff_add_eq,
      ← eq_sub_iff_add_eq.mp k]
    abel
  have hB : (block H B B).IsHermitian := hH.submatrix _
  rw [e, Matrix.mul_assoc, (green_inverse hB hz).1, Matrix.mul_one]

/-- Geometric resolvent identity: for Hermitian `H`, `Im z ≠ 0` and disjoint regions `A` and `B`
with complements `A'` and `B'`, `G_AB = g_A (H_AB + H_AA' G_A'B' H_B'B) g_B`. -/
theorem geometric_resolvent_identity {H : Matrix n n ℂ} {z : ℂ} (hH : H.IsHermitian)
    (hz : z.im ≠ 0) {A B : Finset n} (hAB : Disjoint A B) :
    block (green z H) A B =
      green z (block H A A) *
        (block H A B + block H A Aᶜ * block (green z H) Aᶜ Bᶜ * block H Bᶜ B) *
        green z (block H B B) := by
  -- `B` lies in the complement of `A`, so the identity block picks out the direct coupling
  have hd := block_mul H 1 A B A
  rw [Matrix.mul_one, block_one_disjoint hAB, Matrix.mul_zero, zero_add] at hd
  rw [green_left hH hz A B, block_one_disjoint hAB, zero_add, green_right hH hz Aᶜ B,
    ← Matrix.mul_assoc (block H A Aᶜ), Matrix.mul_add (block H A Aᶜ), ← hd]
  simp only [Matrix.mul_assoc]

/-- If `H` is Hermitian, `Im z ≠ 0` and the disjoint regions `A` and `B` have no direct coupling,
then `G_AB = g_A H_AA' G_A'B' H_B'B g_B`. -/
theorem geometric_resolvent_separated {H : Matrix n n ℂ} {z : ℂ} (hH : H.IsHermitian)
    (hz : z.im ≠ 0) {A B : Finset n} (hAB : Disjoint A B) (h0 : block H A B = 0) :
    block (green z H) A B =
      green z (block H A A) * (block H A Aᶜ * block (green z H) Aᶜ Bᶜ * block H Bᶜ B) *
        green z (block H B B) := by
  rw [geometric_resolvent_identity hH hz hAB, h0, zero_add]

/-- For Hermitian `H` and `Im z ≠ 0`, the diagonal block of the Green's matrix on a region `A` with
complement `A'` is `G_AA = g_A + g_A H_AA' G_A'A' H_A'A g_A`. -/
theorem green_diagonal_block {H : Matrix n n ℂ} {z : ℂ} (hH : H.IsHermitian)
    (hz : z.im ≠ 0) (A : Finset n) :
    block (green z H) A A =
      green z (block H A A) +
        green z (block H A A) * (block H A Aᶜ * block (green z H) Aᶜ Aᶜ * block H Aᶜ A) *
          green z (block H A A) := by
  have h1 : block (1 : Matrix n n ℂ) A A = 1 :=
    Matrix.submatrix_one _ Subtype.val_injective
  have h2 : block (1 : Matrix n n ℂ) Aᶜ A = 0 :=
    block_one_disjoint disjoint_compl_left
  rw [green_left hH hz A A, green_right hH hz Aᶜ A, h2, zero_add, h1, Matrix.mul_add,
    Matrix.mul_one]
  simp only [Matrix.mul_assoc]

end GeometricResolvent
```

```lean
#print axioms GeometricResolvent.geometric_resolvent_identity
#print axioms GeometricResolvent.geometric_resolvent_separated
#print axioms GeometricResolvent.green_diagonal_block
```

```
'GeometricResolvent.geometric_resolvent_identity' depends on axioms: [propext, Classical.choice, Quot.sound]
'GeometricResolvent.geometric_resolvent_separated' depends on axioms: [propext, Classical.choice, Quot.sound]
'GeometricResolvent.green_diagonal_block' depends on axioms: [propext, Classical.choice, Quot.sound]
```

## Regions, blocks and energies in Lean

The sites form a finite type `n`, and regions are values of `Finset n`; the complement A′ is written `Aᶜ`. `block M A B` is a rectangular matrix indexed by the sites of the two regions, and `green z H` is the inverse of `z • 1 - H`. Applied to `block H A A`, it gives g_A.

The theorem `geometric_resolvent_identity` says: if `H` is Hermitian (`hH`), the energy is off the real axis (`hz`) and the regions are disjoint (`hAB`), then the block of the full Green's matrix equals the two-sided expression. Hermiticity describes a closed system with real energy levels. The condition `z.im ≠ 0` covers both the retarded choice z = E + iη and the advanced choice z = E − iη, with η > 0. Regions may be empty, and together they need not cover all sites.

`geometric_resolvent_separated` adds the hypothesis `h0` that no matrix element couples A directly to B. `green_diagonal_block` is the diagonal formula and needs no second region.

## How the proof follows the algebra

`green_inverse` is the kernel argument. The equation `e` holds the two evaluations of v†Hv; cancelling the non-zero factor v†v and comparing imaginary parts gives −Im z = Im z, which contradicts `hz`. `block_mul` splits the sum over intermediate sites, and `block_one_disjoint` shows that the identity has no entries between disjoint regions.

In `green_left`, `k` is the equation HG = zG − 1 restricted to rows in A, and `e` is its rearranged form. The last line puts `e` into the goal, where g_A already stands on the left, and cancels g_A (z − H_AA) with `green_inverse` for the Hermitian block. `green_right` does the same for columns in B.

In the main theorem, `hd` is the relation H_AB = H_AA′ 1_A′B. The rewrites then apply the left equation, remove 1_AB, insert the right equation and recognise the direct coupling.

## Overlapping regions and real energies

Disjointness matters already for one site. Take H = 0 and A = B = {1}. The complements are empty, so the right-hand side is g_A · 0 · g_A = 0, while G_AA = 1/z. The missing term is the g_A of the diagonal formula.

The energy condition matters in the two-site example with a = b = 0 and t = 1. At z = 0 the full matrix is invertible and G₁₂ = −1, but the isolated sites have 0 as their energy, so g₁ and g₂ do not exist. Lean gives a singular matrix the inverse zero, and the right-hand side would then be 0.

## Assuming invertibility instead of Hermiticity

The algebra uses Hermiticity and Im z ≠ 0 only to obtain inverses. A different model would assume directly that z − H, z − H_AA and z − H_BB are invertible. That version would admit real energies away from the three spectra, and non-Hermitian effective Hamiltonians such as those with a lead self-energy added. The price is that the caller must establish three invertibility conditions, which the present hypotheses supply for every choice of regions.

## Exact equality for a finite orthonormal basis

The theorems are equalities in exact complex arithmetic. They give no bound on rounding errors, which can be large when z lies close to an eigenvalue of H or of an isolated block, and they say nothing about the limit η → 0.

The term z · 1 presumes an orthonormal basis; a code with an overlap matrix S works with zS − H, which these statements do not treat. Infinite leads are likewise absent. The name "geometric resolvent identity" is also used for operators on infinite lattices, where the identity is combined with estimates to show that G decays with distance. The result here is the finite-matrix equality, without any decay estimate.
